# Finite baths with matched moments: a bound on the difference of their correlation functions at every time

Q: A spin is coupled to a thousand oscillators, and I replace them by ten with the same low-order frequency moments. Moments describe the correlation function near t = 0. Why should they control it later, and is that function what the Lean code describes?

A: It is, for finitely many modes. Let the spin couple to the bath operator X = Σᵢ gᵢ(bᵢ + bᵢ†), with gᵢ real, bᵢ the lowering operator of mode i and ħ = 1. Mode i has frequency ωᵢ and weight wᵢ = gᵢ². The moments, and the correlation function ⟨X(t)X(0)⟩ of the uncoupled bath at zero temperature, are

μₖ = Σᵢ wᵢ ωᵢᵏ

C(t) = Σᵢ wᵢ exp(−iωᵢt)

and `moment` and `corr` are these sums. The types `ι` and `κ` label the modes of two baths, which may differ in size.

```lean
import Mathlib

open Finset

namespace MomentMatchedBath

noncomputable section

variable {ι κ : Type*} [Fintype ι] [Fintype κ]

/-- The moment of order `k` of a bath with weights `w i` at frequencies `ω i`. -/
def moment (w ω : ι → ℝ) (k : ℕ) : ℝ := ∑ i, w i * ω i ^ k

/-- The bath correlation function, the sum of weight times `exp (-i ω t)`. -/
def corr (w ω : ι → ℝ) (t : ℝ) : ℂ :=
  ∑ i, (w i : ℂ) * Complex.exp (-Complex.I * ω i * t)
```

Q: A truncated Taylor series fails at long times. Where does a bound for all t come from?

A: From the remainder. Let Rₙ(z) be exp(z) without its first n Taylor terms. Differentiating term by term gives

Rₙ₊₁′ = Rₙ, with Rₙ₊₁(0) = 0.

```lean
/-- What remains of the exponential after its first `n` Taylor terms are removed. -/
def expTail (n : ℕ) (z : ℂ) : ℂ :=
  Complex.exp z - ∑ k ∈ range n, z ^ k / (k.factorial : ℂ)

/-- The derivative of the Taylor tail `expTail (n + 1)` of the exponential is `expTail n`. -/
theorem hasDerivAt_expTail (n : ℕ) (x : ℂ) :
    HasDerivAt (expTail (n + 1)) (expTail n x) x := by
  have h3 : ∀ k : ℕ, HasDerivAt (fun y : ℂ => y ^ (k + 1) / ((k + 1).factorial : ℂ))
      (x ^ k / (k.factorial : ℂ)) x := by
    intro k
    refine ((hasDerivAt_pow (k + 1) x).div_const _).congr_deriv ?_
    have h1 : (k.factorial : ℂ) ≠ 0 := Nat.cast_ne_zero.mpr k.factorial_ne_zero
    have h2 : (k : ℂ) + 1 ≠ 0 := Nat.cast_add_one_ne_zero k
    simp only [Nat.add_sub_cancel, Nat.factorial_succ]
    push_cast
    field_simp
  have h4 := HasDerivAt.fun_sum (u := range n) (fun k _ => h3 k)
  have e : expTail (n + 1) = fun y : ℂ => Complex.exp y -
      (∑ k ∈ range n, y ^ (k + 1) / ((k + 1).factorial : ℂ) + 1) := by
    funext y
    rw [expTail, sum_range_succ']
    simp
  rw [e]
  exact (Complex.hasDerivAt_exp x).fun_sub (h4.add_const 1)
```

Now take Re z ≤ 0 and s ≥ 0. First, |R₀(sz)| = exp(s Re z) ≤ 1. If |Rₙ(uz)| ≤ (|z|u)ⁿ/n! for u ≥ 0, then

|Rₙ₊₁(sz)| = |∫₀ˢ z Rₙ(uz) du| ≤ ∫₀ˢ |z| (|z|u)ⁿ/n! du = (|z|s)ⁿ⁺¹/(n+1)!

Setting s = 1 gives |Rₙ(z)| ≤ |z|ⁿ/n!. Lean runs the same induction, comparing derivatives along the ray instead of integrating.

```lean
/-- For an exponent with nonpositive real part, the Taylor tail of the exponential is at most
the modulus of the first omitted term. -/
theorem norm_expTail_le {z : ℂ} (hz : z.re ≤ 0) (n : ℕ) :
    ‖expTail n z‖ ≤ ‖z‖ ^ n / (n.factorial : ℝ) := by
  -- follow the ray from 0 through z and raise the order by comparing derivatives
  have key : ∀ s : ℝ, 0 ≤ s →
      ‖expTail n (s * z)‖ ≤ (‖z‖ * s) ^ n / (n.factorial : ℝ) := by
    induction n with
    | zero =>
      intro s hs
      simp only [expTail, range_zero, sum_empty, sub_zero, pow_zero, Nat.factorial_zero,
        Nat.cast_one, div_one, Complex.norm_exp, Complex.re_ofReal_mul]
      exact Real.exp_le_one_iff.mpr (by nlinarith)
    | succ n ih =>
      intro s hs
      have hd : ∀ u : ℝ, HasDerivAt (fun u : ℝ => expTail (n + 1) (u * z))
          (expTail n (u * z) * z) u := fun u =>
        (HasDerivAt.comp (h := fun y : ℂ => y * z) (u : ℂ)
          (hasDerivAt_expTail n (u * z)) (hasDerivAt_mul_const z)).comp_ofReal
      refine image_norm_le_of_norm_deriv_right_le_deriv_boundary (a := 0) (b := s)
        (f := fun u : ℝ => expTail (n + 1) (u * z))
        (f' := fun u : ℝ => expTail n (u * z) * z)
        (B := fun u => (‖z‖ * u) ^ (n + 1) / ((n + 1).factorial : ℝ))
        (B' := fun u => (‖z‖ * u) ^ n / (n.factorial : ℝ) * ‖z‖)
        (fun u _ => (hd u).continuousAt.continuousWithinAt)
        (fun u _ => (hd u).hasDerivWithinAt) ?_ ?_ ?_ (Set.right_mem_Icc.mpr hs)
      · simp [expTail, sum_range_succ']
      · intro u
        have hb : HasDerivAt (fun u : ℝ => ‖z‖ * u) ‖z‖ u := by
          simpa using (hasDerivAt_id u).const_mul ‖z‖
        refine ((hb.fun_pow (n + 1)).div_const _).congr_deriv ?_
        have h1 : (n.factorial : ℝ) ≠ 0 := Nat.cast_ne_zero.mpr n.factorial_ne_zero
        have h2 : (n : ℝ) + 1 ≠ 0 := Nat.cast_add_one_ne_zero n
        simp only [Nat.add_sub_cancel, Nat.factorial_succ]
        push_cast
        field_simp
      · intro u hu
        show ‖expTail n (u * z) * z‖ ≤ _
        rw [norm_mul]
        exact mul_le_mul_of_nonneg_right (ih u hu.1) (norm_nonneg z)
  simpa using key 1 zero_le_one
```

For z = −iωᵢt the real part is zero. Multiplying by wᵢ, summing over modes and exchanging the two sums gives

C(t) = Σₖ₍ₖ<ₙ₎ μₖ (−it)ᵏ/k! + Σᵢ wᵢ Rₙ(−iωᵢt)

The last sum is at most Σᵢ |wᵢ| |ωᵢ|ⁿ |t|ⁿ/n!.

```lean
/-- Short-time expansion: the first `n` moments fix the correlation function up to an explicit
remainder of order `t ^ n`. -/
theorem corr_moment_expansion (w ω : ι → ℝ) (n : ℕ) (t : ℝ) :
    ‖corr w ω t - ∑ k ∈ range n,
      (moment w ω k : ℂ) * (-Complex.I * t) ^ k / (k.factorial : ℂ)‖
      ≤ (∑ i, |w i| * |ω i| ^ n) * |t| ^ n / (n.factorial : ℝ) := by
  have h : corr w ω t - ∑ k ∈ range n,
      (moment w ω k : ℂ) * (-Complex.I * t) ^ k / (k.factorial : ℂ)
      = ∑ i, (w i : ℂ) * expTail n (-Complex.I * ω i * t) := by
    simp only [corr, moment, expTail, mul_sub, sum_sub_distrib, mul_sum]
    congr 1
    push_cast
    simp only [sum_mul, sum_div]
    rw [sum_comm]
    refine sum_congr rfl fun i _ => sum_congr rfl fun k _ => ?_
    rw [show -Complex.I * (ω i : ℂ) * t = ω i * (-Complex.I * t) by ring, mul_pow (ω i : ℂ)]
    ring
  rw [h, sum_mul, sum_div]
  refine norm_sum_le_of_le _ fun i _ => ?_
  have hb := norm_expTail_le (z := -Complex.I * ω i * t) (by simp) n
  have hn : ‖-Complex.I * (ω i : ℂ) * t‖ = |ω i| * |t| := by simp
  rw [hn, mul_pow] at hb
  rw [norm_mul, Complex.norm_real, Real.norm_eq_abs]
  exact (mul_le_mul_of_nonneg_left hb (abs_nonneg _)).trans_eq (by ring)
```

Q: That grows with |ωᵢ|, yet adding one constant to every frequency in two baths leaves the modulus of the difference between their correlation functions unchanged.

A: So measure frequencies from a centre c. The binomial theorem and a common phase give

Σᵢ wᵢ (ωᵢ − c)ᵏ = Σⱼ₍ⱼ≤ₖ₎ (k choose j) (−c)ᵏ⁻ʲ μⱼ

C(t) = exp(−ict) Σᵢ wᵢ exp(−i(ωᵢ − c)t)

```lean
/-- Moments about a frequency `c` are combinations of the ordinary moments of equal or lower
order. -/
theorem moment_shift (w ω : ι → ℝ) (c : ℝ) (k : ℕ) :
    moment w (fun i => ω i - c) k =
      ∑ j ∈ range (k + 1), moment w ω j * ((-c) ^ (k - j) * (k.choose j : ℝ)) := by
  simp only [moment, sub_eq_add_neg, add_pow, mul_sum, sum_mul]
  rw [sum_comm]
  exact sum_congr rfl fun j _ => sum_congr rfl fun i _ => by ring

/-- Measuring frequencies from `c` takes a phase `exp (-i c t)` out of the correlation
function. -/
theorem corr_shift (w ω : ι → ℝ) (c t : ℝ) :
    corr w ω t = Complex.exp (-Complex.I * c * t) * corr w (fun i => ω i - c) t := by
  simp only [corr, mul_sum]
  refine sum_congr rfl fun i _ => ?_
  have h : -Complex.I * (ω i : ℂ) * t =
      -Complex.I * c * t + -Complex.I * ((ω i - c : ℝ) : ℂ) * t := by
    push_cast
    ring
  rw [h, Complex.exp_add]
  ring
```

If two baths share moments 0 to n − 1, they also share the shifted ones. Their polynomials cancel and the phase has modulus one, so only two remainders survive. With nonnegative weights, total weight m and |ωᵢ − c| ≤ r in both baths, each remainder is at most m(r|t|)ⁿ/n!. Hence

|C₁(t) − C₂(t)| ≤ 2m(r|t|)ⁿ/n!

This holds at every t, but it improves on the trivial bound 2m only while r|t| < (n!)^(1/n), which is about n/e for large n. In Lean, `hS` cancels the polynomials, while `hA` and `hB` bound the remainders.

```lean
/-- Two baths with nonnegative weights, all frequencies within `r` of `c`, and equal moments of
orders `0` to `n - 1`, `n ≥ 1`, have correlation functions that differ by at most
`2 m (r |t|) ^ n / n!`, with `m` the total weight. -/
theorem corr_error_band {w ω : ι → ℝ} {v ν : κ → ℝ} {c r : ℝ} {n : ℕ} (hn : 0 < n)
    (hw : ∀ i, 0 ≤ w i) (hv : ∀ j, 0 ≤ v j)
    (hω : ∀ i, |ω i - c| ≤ r) (hν : ∀ j, |ν j - c| ≤ r)
    (h : ∀ k < n, moment w ω k = moment v ν k) (t : ℝ) :
    ‖corr w ω t - corr v ν t‖ ≤ 2 * (∑ i, w i) * (r * |t|) ^ n / (n.factorial : ℝ) := by
  have hm : ∑ i, w i = ∑ j, v j := by simpa [moment] using h 0 hn
  have hA : ∑ i, |w i| * |ω i - c| ^ n ≤ (∑ i, w i) * r ^ n := by
    rw [sum_mul]
    refine sum_le_sum fun i _ => ?_
    rw [abs_of_nonneg (hw i)]
    exact mul_le_mul_of_nonneg_left (pow_le_pow_left₀ (abs_nonneg _) (hω i) n) (hw i)
  have hB : ∑ j, |v j| * |ν j - c| ^ n ≤ (∑ i, w i) * r ^ n := by
    rw [hm, sum_mul]
    refine sum_le_sum fun j _ => ?_
    rw [abs_of_nonneg (hv j)]
    exact mul_le_mul_of_nonneg_left (pow_le_pow_left₀ (abs_nonneg _) (hν j) n) (hv j)
  have hp : ‖Complex.exp (-Complex.I * c * t)‖ = 1 := by
    rw [Complex.norm_exp]
    simp
  have h1 := corr_moment_expansion w (fun i => ω i - c) n t
  have h2 := corr_moment_expansion v (fun j => ν j - c) n t
  -- the matched parts of the two expansions coincide
  have hS : ∀ k ∈ range n, (moment w (fun i => ω i - c) k : ℂ) * (-Complex.I * t) ^ k /
      (k.factorial : ℂ) = (moment v (fun j => ν j - c) k : ℂ) * (-Complex.I * t) ^ k /
      (k.factorial : ℂ) := by
    intro k hk
    have hk' := mem_range.mp hk
    rw [moment_shift, moment_shift, sum_congr rfl fun j hj => by
      rw [h j (by have := mem_range.mp hj; omega)]]
  rw [sum_congr rfl hS] at h1
  rw [corr_shift w ω c, corr_shift v ν c, ← mul_sub, norm_mul, hp, one_mul,
    ← sub_sub_sub_cancel_right _ _ (∑ k ∈ range n,
      (moment v (fun j => ν j - c) k : ℂ) * (-Complex.I * t) ^ k / (k.factorial : ℂ))]
  have hT : 0 ≤ |t| ^ n / (n.factorial : ℝ) := by positivity
  have hA' := mul_le_mul_of_nonneg_right hA hT
  have hB' := mul_le_mul_of_nonneg_right hB hT
  rw [← mul_div_assoc] at hA' hB'
  refine (norm_sub_le _ _).trans ((add_le_add (h1.trans hA') (h2.trans hB')).trans_eq ?_)
  rw [mul_pow]
  ring
```

For frequencies in [0, W], take c = 0, r = W and n = 2M:

```lean
/-- Two baths with nonnegative weights at frequencies in `[0, W]` and equal moments of orders
`0` to `2M - 1`, `M ≥ 1`, have correlation functions that differ by at most
`2 m (W |t|) ^ (2M) / (2M)!`, with `m` the total weight. -/
theorem corr_error_of_matched_moments {w ω : ι → ℝ} {v ν : κ → ℝ} {W : ℝ} {M : ℕ}
    (hM : 1 ≤ M) (hw : ∀ i, 0 ≤ w i) (hv : ∀ j, 0 ≤ v j)
    (hω : ∀ i, ω i ∈ Set.Icc 0 W) (hν : ∀ j, ν j ∈ Set.Icc 0 W)
    (h : ∀ k < 2 * M, moment w ω k = moment v ν k) (t : ℝ) :
    ‖corr w ω t - corr v ν t‖ ≤
      2 * (∑ i, w i) * (W * |t|) ^ (2 * M) / ((2 * M).factorial : ℝ) :=
  corr_error_band (c := 0) (by omega) hw hv
    (fun i => by rw [sub_zero, abs_of_nonneg (hω i).1]; exact (hω i).2)
    (fun j => by rw [sub_zero, abs_of_nonneg (hν j).1]; exact (hν j).2) h t
```

Q: What does this leave to me?

A: Finding the small bath: equal moments are the hypothesis `h`. A continuous spectral density and the error in the spin's own dynamics need further arguments. At finite temperature the correlation function also has terms at negative frequencies, so use `corr_error_band` with the thermal weights.

Q: How does this enter a calculation?

A: Put the thousand frequencies on a diagonal matrix and run M Lanczos steps from the vector with entries √(wᵢ/m). The eigenvalues of the resulting tridiagonal matrix are the new frequencies; m times the squared first components of its normalised eigenvectors are the new weights. Apart from rounding, this matches moments 0 to 2M − 1 and stays within the band. For M = 10 and Wt = 10, the bound with c = r = W/2 is about 8 × 10⁻⁵ m. With c = 0 it is about 82m, worse than the trivial 2m. Centring gains a factor 4ᴹ.

Q: Could a bath that misses one of the moments below order n do as well at short times?

A: Not to the same order. Suppose the difference is at most Ktⁿ for small t > 0, and the moments below some k < n agree. The expansion to order k + 1 then gives, for t < 1,

|Δμₖ| tᵏ/k! ≤ L tᵏ⁺¹

with L independent of t. Dividing by tᵏ and letting t → 0 forces Δμₖ = 0. Lean does this by strong induction, choosing one t small enough for a contradiction. The weights may have any sign here.

```lean
/-- Converse: if two correlation functions differ by at most `K t ^ n` at all sufficiently short
positive times, the baths have equal moments of all orders below `n`. -/
theorem moments_eq_of_short_time {w ω : ι → ℝ} {v ν : κ → ℝ} {n : ℕ} {K δ : ℝ} (hδ : 0 < δ)
    (h : ∀ t, 0 < t → t < δ → ‖corr w ω t - corr v ν t‖ ≤ K * t ^ n) :
    ∀ k < n, moment w ω k = moment v ν k := by
  intro k
  induction k using Nat.strong_induction_on with
  | _ k ih =>
  intro hk
  obtain ⟨A, hA⟩ : ∃ A, A = ∑ i, |w i| * |ω i| ^ (k + 1) := ⟨_, rfl⟩
  obtain ⟨B, hB⟩ : ∃ B, B = ∑ j, |v j| * |ν j| ^ (k + 1) := ⟨_, rfl⟩
  have hA0 : 0 ≤ A := by rw [hA]; positivity
  have hB0 : 0 ≤ B := by rw [hB]; positivity
  obtain ⟨d, hd⟩ : ∃ d, d = |moment w ω k - moment v ν k| / (k.factorial : ℝ) := ⟨_, rfl⟩
  -- the first unmatched moment would dominate at short times
  have key : ∀ t, 0 < t → t < δ → t < 1 → d ≤ (|K| + A + B) * t := by
    intro t ht htδ ht1
    have h1 := corr_moment_expansion w ω (k + 1) t
    have h2 := corr_moment_expansion v ν (k + 1) t
    have hf : (1 : ℝ) ≤ ((k + 1).factorial : ℝ) := by
      exact_mod_cast (k + 1).factorial_pos
    rw [← hA, abs_of_pos ht, sum_range_succ, sum_congr rfl fun j hj => by
      rw [ih j (mem_range.mp hj) ((mem_range.mp hj).trans hk)]] at h1
    rw [← hB, abs_of_pos ht, sum_range_succ] at h2
    have h1' := h1.trans (div_le_self (by positivity) hf)
    have h2' := h2.trans (div_le_self (by positivity) hf)
    have h3 : K * t ^ n ≤ |K| * t ^ (k + 1) :=
      (mul_le_mul_of_nonneg_right (le_abs_self K) (by positivity)).trans
        (mul_le_mul_of_nonneg_left (pow_le_pow_of_le_one ht.le ht1.le hk) (abs_nonneg K))
    have h4 : ‖((moment w ω k - moment v ν k : ℝ) : ℂ) * (-Complex.I * t) ^ k /
        (k.factorial : ℂ)‖ = d * t ^ k := by
      rw [norm_div, norm_mul, norm_pow, Complex.norm_real, Real.norm_eq_abs,
        Complex.norm_natCast, norm_mul, norm_neg, Complex.norm_I, one_mul, Complex.norm_real,
        Real.norm_eq_abs, abs_of_pos ht, hd]
      ring
    have h5 := (norm_add_le _ _).trans (add_le_add
      ((norm_sub_le _ _).trans (add_le_add ((h t ht htδ).trans h3) h1')) h2')
    refine le_of_mul_le_mul_right ?_ (pow_pos ht k)
    rw [← h4]
    refine (le_of_eq (congrArg norm ?_)).trans (h5.trans_eq (by ring))
    push_cast
    ring
  by_contra hne
  have hd0 : 0 < d := by
    rw [hd]
    exact div_pos (abs_pos.mpr (sub_ne_zero.mpr hne)) (by positivity)
  obtain ⟨L, hL⟩ : ∃ L, L = |K| + A + B := ⟨_, rfl⟩
  have hL0 : 0 ≤ L := by rw [hL]; positivity
  obtain ⟨q, hq⟩ : ∃ q, q = d / (2 * (L + 1)) := ⟨_, rfl⟩
  have hq0 : 0 < q := by rw [hq]; positivity
  have hqd : q * (2 * (L + 1)) = d := by
    rw [hq]
    exact div_mul_cancel₀ _ (by positivity)
  have hm0 : 0 < min δ 1 := lt_min hδ one_pos
  have hs : min (min δ 1 / 2) q ≤ min δ 1 / 2 := min_le_left _ _
  have hk1 := key (min (min δ 1 / 2) q) (lt_min (by linarith) hq0)
    (by linarith [min_le_left δ 1]) (by linarith [min_le_right δ 1])
  rw [← hL] at hk1
  have hk2 := mul_le_mul_of_nonneg_left (min_le_right (min δ 1 / 2) q) hL0
  nlinarith [mul_nonneg hL0 hq0.le]
```

Q: Is there a case I can see whole?

A: Take weights 1/2 at 0 and W against weight 1 at W/2. A mode at frequency 0 is not a true oscillator, but adding one positive frequency to all three modes cures that and leaves the modulus found below unchanged. Moments 0 and 1 are 1 and W/2 in both baths. With θ = Wt/2,

½(1 + exp(−2iθ)) − exp(−iθ) = exp(−iθ)(cos θ − 1)

The modulus is 1 − cos θ, which starts as W²t²/8; the centred bound gives W²t²/4. In the proof, `h3` is this factorisation.

```lean
/-- Two modes of weight `1/2` at `0` and `W` and one mode of weight `1` at `W/2` have equal
moments of orders `0` and `1`, and their correlation functions differ in modulus by exactly
`1 - cos (W t / 2)`. -/
theorem two_modes_one_mode_witness (W t : ℝ) :
    (∀ k < 2, moment ![1 / 2, 1 / 2] ![0, W] k = moment ![1] ![W / 2] k) ∧
    ‖corr ![1 / 2, 1 / 2] ![0, W] t - corr ![1] ![W / 2] t‖ = 1 - Real.cos (W * t / 2) := by
  constructor
  · intro k hk
    interval_cases k <;> norm_num [moment, Fin.sum_univ_succ]
    ring
  · obtain ⟨θ, hθ⟩ : ∃ θ, θ = W * t / 2 := ⟨_, rfl⟩
    rw [← hθ]
    have a : -Complex.I * (W : ℂ) * t = -(θ : ℂ) * Complex.I + -(θ : ℂ) * Complex.I := by
      rw [hθ]; push_cast; ring
    have b : -Complex.I * ((W / 2 : ℝ) : ℂ) * t = -(θ : ℂ) * Complex.I := by
      rw [hθ]; push_cast; ring
    have h1 : corr ![1 / 2, 1 / 2] ![0, W] t = 1 / 2 + 1 / 2 *
        (Complex.exp (-(θ : ℂ) * Complex.I) * Complex.exp (-(θ : ℂ) * Complex.I)) := by
      rw [← Complex.exp_add, ← a]
      simp [corr, Fin.sum_univ_two]
    have h2 : corr ![1] ![W / 2] t = Complex.exp (-(θ : ℂ) * Complex.I) := by
      rw [← b]
      simp [corr]
    have hEF : Complex.exp (θ * Complex.I) * Complex.exp (-(θ : ℂ) * Complex.I) = 1 := by
      rw [← Complex.exp_add]
      simp
    -- a common phase times a real number
    have h3 : corr ![1 / 2, 1 / 2] ![0, W] t - corr ![1] ![W / 2] t =
        Complex.exp (-(θ : ℂ) * Complex.I) * ((Real.cos θ - 1 : ℝ) : ℂ) := by
      rw [h1, h2, Complex.ofReal_sub, Complex.ofReal_cos, Complex.cos, Complex.ofReal_one]
      linear_combination (-1 / 2 : ℂ) * hEF
    have hE : ‖Complex.exp (-(θ : ℂ) * Complex.I)‖ = 1 := by
      rw [Complex.norm_exp]
      simp
    rw [h3, norm_mul, hE, Complex.norm_real, Real.norm_eq_abs,
      abs_of_nonpos (by linarith [Real.cos_le_one θ])]
    ring

end

end MomentMatchedBath
```

```lean
#print axioms MomentMatchedBath.corr_error_of_matched_moments
#print axioms MomentMatchedBath.moments_eq_of_short_time
```

```
'MomentMatchedBath.corr_error_of_matched_moments' depends on axioms: [propext, Classical.choice, Quot.sound]
'MomentMatchedBath.moments_eq_of_short_time' depends on axioms: [propext, Classical.choice, Quot.sound]
```
